# The leading large-wavevector correction to the static response of free particles is set by the second moment of their momenta

A local-field factor is obtained by comparing a density response with a reference response of independent particles. Suppose two such references have the same particle number but different second moments of momentum along the wavevector. Their tails then agree at order $1/q^2$ and differ at order $1/q^4$, so the difference of their inverses tends to a nonzero constant at large $q$. Dividing that constant by the Coulomb interaction $4\pi/q^2$ shows that the local-field factors obtained from the same density response with these two references differ by an amount that grows as $q^2$.

The coefficient responsible is computed here for finitely many non-interacting particles with prescribed occupations. Atomic units are used throughout.

## Occupations, momenta and the two response sums

The occupied momenta are labelled by $i$ in a finite set, the type `ι`.

```lean
import Mathlib

open Filter Topology Finset

namespace LargeWavevectorResponse

noncomputable section

variable {ι : Type*} [Fintype ι]
```

Let $n_i$ be the occupations, $N=\sum_i n_i$ the particle number, and $x_i$ the momentum components along the wavevector, whose length is $q$. The one-sided sum is

$$S(q)=\sum_i \frac{n_i}{1+2x_i/q}.$$

The $n_i$ are arbitrary real numbers, so spin degeneracy and fractional occupation are both allowed.

```lean
/-- The one-sided response sum `∑ nᵢ / (1 + 2 xᵢ / q)` for occupations `nᵢ` and momentum
components `xᵢ` along the wavevector. -/
def oneSidedSum (n x : ι → ℝ) (q : ℝ) : ℝ := ∑ i, n i / (1 + 2 * x i / q)
```

A free particle of momentum $k$ has energy $\varepsilon(k)=|k|^2/2$. In Lean a momentum is a function `Fin 3 → ℝ`, and `⬝ᵥ` is the dot product.

```lean
/-- The free-particle energy `|k|² / 2` in atomic units. -/
def kinetic (k : Fin 3 → ℝ) : ℝ := (k ⬝ᵥ k) / 2
```

The static response of independent particles is usually written as a sum of $(n_k-n_{k+Q})/(\varepsilon(k)-\varepsilon(k+Q))$. Relabelling the momenta in the second part collects everything that multiplies a given occupation:

$$\chi(Q)=\sum_i n_i\left[\frac{1}{\varepsilon(k_i)-\varepsilon(k_i+Q)}+\frac{1}{\varepsilon(k_i)-\varepsilon(k_i-Q)}\right].$$

This form is taken as the definition. It is the response of the whole system, without division by the volume.

```lean
/-- The static density response of independent particles with occupations `nᵢ` at momenta `kᵢ`,
summed over transfers of momentum `Q` and `-Q`. -/
def staticResponse (n : ι → ℝ) (k : ι → Fin 3 → ℝ) (Q : Fin 3 → ℝ) : ℝ :=
  ∑ i, n i * (1 / (kinetic (k i) - kinetic (k i + Q))
    + 1 / (kinetic (k i) - kinetic (k i - Q)))
```

## One momentum: an exact remainder

Set $y=2x/q$. Then

$$\frac{1}{1+y}-1+y=\frac{1-(1-y)(1+y)}{1+y}=\frac{y^2}{1+y},$$

and multiplying by $q^2$, with $qy=2x$, gives

$$q^2\left(\frac{1}{1+2x/q}-1+\frac{2x}{q}\right)=\frac{4x^2}{1+2x/q}.$$

This holds whenever $q\neq0$ and the denominator is nonzero. The proof names the ratio $y$, keeps the relation $qy=2x$, clears the denominator and leaves a polynomial identity to `linear_combination`.

```lean
/-- The exact remainder of `1 / (1 + 2x/q)` after its first two terms in `1/q`,
multiplied by `q²`. -/
theorem scaled_remainder {x q : ℝ} (hq : q ≠ 0) (h : 1 + 2 * x / q ≠ 0) :
    q ^ 2 * (1 / (1 + 2 * x / q) - 1 + 2 * x / q) = 4 * x ^ 2 / (1 + 2 * x / q) := by
  have h2 : q * (2 * x / q) = 2 * x := by field_simp
  generalize 2 * x / q = y at h h2 ⊢
  have h3 : 1 / (1 + y) * (1 + y) = 1 := one_div_mul_cancel h
  rw [eq_div_iff h]
  linear_combination q ^ 2 * h3 + (q * y + 2 * x) * h2
```

## Summing over momenta leaves a drift term

As $q\to\infty$ the right-hand side above tends to $4x^2$. Multiplying by $n_i$ and adding the finitely many terms gives

$$q^2\left(S(q)-N+\frac{2P}{q}\right)\longrightarrow 4\sum_i n_i x_i^2,\qquad P=\sum_i n_i x_i.$$

Here $P$ is the total momentum along the wavevector. In the statement, `Tendsto … atTop (𝓝 …)` is the limit as $q$ grows through the reals. The proof first establishes `term`, the limit for one momentum. It uses the exact remainder only for $q>0$ with a nonzero denominator, which holds for all sufficiently large $q$. Then `tendsto_finsetSum` adds the limits.

```lean
/-- Large-wavevector expansion of the one-sided sum: once the particle number and the drift term
are removed, the `1/q²` coefficient is four times the second moment of the momenta. -/
theorem oneSidedSum_expansion (n x : ι → ℝ) :
    Tendsto (fun q : ℝ => q ^ 2 * (oneSidedSum n x q - ∑ i, n i + 2 * (∑ i, n i * x i) / q))
      atTop (𝓝 (4 * ∑ i, n i * x i ^ 2)) := by
  -- the limit for a single momentum
  have term : ∀ y : ℝ, Tendsto (fun q : ℝ => q ^ 2 * (1 / (1 + 2 * y / q) - 1 + 2 * y / q))
      atTop (𝓝 (4 * y ^ 2)) := by
    intro y
    have h1 : Tendsto (fun q : ℝ => 2 * y / q) atTop (𝓝 0) :=
      tendsto_const_nhds.div_atTop tendsto_id
    have h0 : Tendsto (fun q : ℝ => 1 + 2 * y / q) atTop (𝓝 1) := by
      have h := h1.const_add (1 : ℝ)
      rwa [add_zero] at h
    have hc : Tendsto (fun _ : ℝ => 4 * y ^ 2) atTop (𝓝 (4 * y ^ 2)) := tendsto_const_nhds
    have h2 := hc.div h0 one_ne_zero
    rw [div_one] at h2
    refine h2.congr' ?_
    filter_upwards [eventually_gt_atTop (0 : ℝ), h0.eventually_ne one_ne_zero] with q hq h
    exact (scaled_remainder hq.ne' h).symm
  -- add up the momenta with their occupations
  have hs := tendsto_finsetSum univ (fun i _ => (term (x i)).const_mul (n i))
  have e : 4 * ∑ i, n i * x i ^ 2 = ∑ i, n i * (4 * x i ^ 2) := by
    rw [mul_sum]
    exact sum_congr rfl (fun _ _ => by ring)
  rw [e]
  refine hs.congr (fun q => ?_)
  unfold oneSidedSum
  rw [mul_sum, sum_div, ← sum_sub_distrib, ← sum_add_distrib, mul_sum]
  exact sum_congr rfl (fun _ _ => by ring)
```

If $P=0$, the drift term disappears and

$$q^2\,(S(q)-N)\longrightarrow 4\sum_i n_i x_i^2.$$

The hypothesis `h0` is this condition of zero total momentum along the wavevector.

```lean
/-- With zero total momentum along the wavevector, `q²` times the deviation of the one-sided sum
from the particle number tends to four times the second moment of the momenta. -/
theorem oneSidedSum_limit (n x : ι → ℝ) (h0 : ∑ i, n i * x i = 0) :
    Tendsto (fun q : ℝ => q ^ 2 * (oneSidedSum n x q - ∑ i, n i))
      atTop (𝓝 (4 * ∑ i, n i * x i ^ 2)) := by
  have h := oneSidedSum_expansion n x
  simpa only [h0, mul_zero, zero_div, add_zero] using h
```

A single particle with $n=1$ and $x=1$ shows what happens without it. There

$$q^2\,(S(q)-N)=q^2\left(\frac{1}{1+2/q}-1\right)=-\frac{2q^2}{q+2}\longrightarrow-\infty.$$

There is no finite limit for any nonzero drift. Suppose $q^2(S-N)$ has some finite limit $L$. Subtracting it from the expansion gives

$$2Pq\longrightarrow 4\sum_i n_i x_i^2-L.$$

Dividing by $q$ shows that the constant $2P$ tends to zero, so $P=0$. In the proof, `h3` is the subtraction followed by multiplication by $1/q$, `h4` identifies the result with the constant $2P$, and uniqueness of limits finishes the argument.

```lean
/-- Conversely, if the scaled deviation of the one-sided sum has any finite limit, the total
momentum along the wavevector is zero. -/
theorem no_drift_of_limit (n x : ι → ℝ) {L : ℝ}
    (hL : Tendsto (fun q : ℝ => q ^ 2 * (oneSidedSum n x q - ∑ i, n i)) atTop (𝓝 L)) :
    ∑ i, n i * x i = 0 := by
  have h3 := ((oneSidedSum_expansion n x).sub hL).mul tendsto_inv_atTop_zero
  rw [mul_zero] at h3
  -- the difference of the two scaled quantities, divided by q, is the constant drift
  have h4 : Tendsto (fun _ : ℝ => 2 * ∑ i, n i * x i) atTop (𝓝 0) := by
    refine h3.congr' ?_
    filter_upwards [eventually_gt_atTop (0 : ℝ)] with q hq
    have hi : q * q⁻¹ = 1 := mul_inv_cancel₀ hq.ne'
    change (q ^ 2 * (oneSidedSum n x q - ∑ i, n i + 2 * (∑ i, n i * x i) / q)
      - q ^ 2 * (oneSidedSum n x q - ∑ i, n i)) * q⁻¹ = 2 * ∑ i, n i * x i
    linear_combination 2 * (∑ i, n i * x i) * (q * q⁻¹ + 1) * hi
  have h5 := tendsto_nhds_unique h4 tendsto_const_nhds
  linarith
```

## Energy transfer turns the response into one-sided sums

Let $u$ be a unit vector. For $q\neq0$,

$$\varepsilon(k+qu)-\varepsilon(k)=q\,k\cdot u+\frac{q^2}{2}=\frac{q^2}{2}\left(1+\frac{2\,k\cdot u}{q}\right).$$

The condition $u\cdot u=1$, which is `hu` in Lean, makes the recoil energy exactly $q^2/2$.

```lean
/-- The energy gained by a free particle of momentum `k` that absorbs momentum `q` along the unit
vector `u`. -/
theorem kinetic_transfer (k u : Fin 3 → ℝ) {q : ℝ} (hq : q ≠ 0) (hu : u ⬝ᵥ u = 1) :
    kinetic (k + q • u) - kinetic k = q ^ 2 / 2 * (1 + 2 * (k ⬝ᵥ u) / q) := by
  have h : q * (2 * (k ⬝ᵥ u) / q) = 2 * (k ⬝ᵥ u) := by field_simp
  simp only [kinetic, add_dotProduct, dotProduct_add, smul_dotProduct, dotProduct_smul,
    smul_eq_mul, hu, dotProduct_comm u k]
  linear_combination -(q / 2) * h
```

With $x_i=k_i\cdot u$, each denominator of $\chi(qu)$ is minus such an energy transfer. The transfer $-qu$ is the same formula with $u$ replaced by $-u$, which changes the sign of $x_i$. Writing $S_\pm(q)$ for the one-sided sums with components $\pm x_i$,

$$\chi(qu)=-\frac{2}{q^2}\,\bigl(S_+(q)+S_-(q)\bigr).$$

In the proof, `a` and `b` are the two denominators. At an isolated $q$ where one of them vanishes, Lean reads the division as zero on both sides; the limit $q\to\infty$ doesn't see these points.

```lean
/-- The static response is `-2/q²` times the sum of two one-sided sums with opposite momentum
components. -/
theorem staticResponse_eq (n : ι → ℝ) (k : ι → Fin 3 → ℝ) (u : Fin 3 → ℝ) {q : ℝ}
    (hq : q ≠ 0) (hu : u ⬝ᵥ u = 1) :
    staticResponse n k (q • u) = -(2 / q ^ 2) *
      (oneSidedSum n (fun i => k i ⬝ᵥ u) q + oneSidedSum n (fun i => -(k i ⬝ᵥ u)) q) := by
  simp only [staticResponse, oneSidedSum]
  rw [← sum_add_distrib, mul_sum]
  refine sum_congr rfl (fun i _ => ?_)
  have a : kinetic (k i) - kinetic (k i + q • u)
      = -(q ^ 2 / 2 * (1 + 2 * (k i ⬝ᵥ u) / q)) := by
    linarith [kinetic_transfer (k i) u hq hu]
  have b : kinetic (k i) - kinetic (k i - q • u)
      = -(q ^ 2 / 2 * (1 + 2 * (-(k i ⬝ᵥ u)) / q)) := by
    have h := kinetic_transfer (k i) (-u) hq (by rw [neg_dotProduct, dotProduct_neg, neg_neg, hu])
    rw [smul_neg, ← sub_eq_add_neg, dotProduct_neg] at h
    linarith
  rw [a, b]
  generalize 1 + 2 * (k i ⬝ᵥ u) / q = A
  generalize 1 + 2 * (-(k i ⬝ᵥ u)) / q = B
  ring
```

## Both transfer directions together cancel the drift

The last identity gives $-(q^2/4)\,\chi(qu)=\tfrac12(S_++S_-)$. The drift terms of $S_+$ and $S_-$ are $-2P/q$ and $2P/q$, and they cancel in the average. The second moments are equal, since $(-x_i)^2=x_i^2$. Hence

$$q^2\left(-\frac{q^2}{4}\,\chi(qu)-N\right)\longrightarrow 4\sum_i n_i\,(k_i\cdot u)^2$$

for every unit vector $u$, with no condition on the total momentum. The proof adds the two expansions, halves the result, and rewrites it through `staticResponse_eq`.

```lean
/-- Main theorem: at large wavevector along `u`, the leading correction to the static response is
fixed by the second moment of the occupied momenta along `u`. -/
theorem staticResponse_limit (n : ι → ℝ) (k : ι → Fin 3 → ℝ) (u : Fin 3 → ℝ)
    (hu : u ⬝ᵥ u = 1) :
    Tendsto (fun q : ℝ => q ^ 2 * (-(q ^ 2 / 4) * staticResponse n k (q • u) - ∑ i, n i))
      atTop (𝓝 (4 * ∑ i, n i * (k i ⬝ᵥ u) ^ 2)) := by
  have h := ((oneSidedSum_expansion n (fun i => k i ⬝ᵥ u)).add
    (oneSidedSum_expansion n (fun i => -(k i ⬝ᵥ u)))).const_mul (1 / 2 : ℝ)
  have e : 1 / 2 * (4 * ∑ i, n i * (k i ⬝ᵥ u) ^ 2 + 4 * ∑ i, n i * (-(k i ⬝ᵥ u)) ^ 2)
      = 4 * ∑ i, n i * (k i ⬝ᵥ u) ^ 2 := by
    simp only [neg_sq]
    ring
  rw [e] at h
  refine h.congr' ?_
  filter_upwards [eventually_gt_atTop (0 : ℝ)] with q hq
  have h3 : q ^ 2 * (1 / q ^ 2) = 1 := mul_one_div_cancel (pow_ne_zero 2 hq.ne')
  have hr : ∀ S : ℝ, -(q ^ 2 / 4) * (-(2 / q ^ 2) * S) = S / 2 := by
    intro S
    linear_combination S / 2 * h3
  rw [staticResponse_eq n k u hq.ne' hu, hr]
  -- the two drift terms cancel
  simp only [mul_neg, sum_neg_distrib]
  ring
```

The theorem concerns a fixed finite set of momenta and a static response with free-particle energies. The occupations are given numbers, whether they come from a Fermi sea or from a correlated calculation, and the full response of an interacting system is not derived. For infinitely many momenta one would also have to control the high-momentum tail, because some momenta may then lie near $q/2$ however large $q$ becomes.

In a program that evaluates $\chi$ on a finite momentum mesh, computing the left-hand side literally subtracts two nearly equal numbers and multiplies the rounding error by $q^2$. For $q>2\max_i|x_i|$, combining the two fractions for each momentum gives the same quantity as

$$\sum_i\frac{4n_i x_i^2}{1-4x_i^2/q^2},$$

which avoids this subtraction. The limit also gives a test of a tabulated tail, if the table has enough digits to survive the subtraction: the scaled deviation should approach four times the second moment computed from the same occupations.

## Equal second moments give the kinetic energy

Suppose $\sum_i n_i(k_i\cdot v)^2=M$ for every unit vector $v$. Taking $v$ along the three Cartesian axes and adding gives $\sum_i n_i|k_i|^2=3M$. The kinetic energy is therefore $T=\sum_i n_i\,\varepsilon(k_i)=3M/2$, and the limit becomes

$$4M=\frac{8}{3}\,T.$$

The hypothesis `hiso` demands equality of second moments only, which is weaker than full rotational symmetry of the occupations. In the proof, `hax` evaluates it on the axes and `hT` assembles the kinetic energy.

Some such condition is needed. One particle with occupation one and momentum $(1,0,0)$ has $T=1/2$, so $8T/3=4/3$. Its actual limit is $4$ for $u$ along the first axis and $0$ for $u$ along the second.

```lean
/-- If the second moment of the momenta is the same along every direction, the leading correction to
the static response, scaled as in `staticResponse_limit`, tends to `8/3` of the total kinetic
energy. -/
theorem staticResponse_limit_isotropic (n : ι → ℝ) (k : ι → Fin 3 → ℝ) {M : ℝ}
    (hiso : ∀ v : Fin 3 → ℝ, v ⬝ᵥ v = 1 → ∑ i, n i * (k i ⬝ᵥ v) ^ 2 = M)
    (u : Fin 3 → ℝ) (hu : u ⬝ᵥ u = 1) :
    Tendsto (fun q : ℝ => q ^ 2 * (-(q ^ 2 / 4) * staticResponse n k (q • u) - ∑ i, n i))
      atTop (𝓝 (8 / 3 * ∑ i, n i * kinetic (k i))) := by
  -- evaluate the second moment along the three Cartesian axes
  have hax : ∀ a : Fin 3, ∑ i, n i * (k i a) ^ 2 = M := by
    intro a
    have h := hiso (Pi.single a 1) (by simp)
    simpa only [dotProduct_single, mul_one] using h
  have hT : ∑ i, n i * kinetic (k i) = (∑ i, n i * (k i 0) ^ 2 + ∑ i, n i * (k i 1) ^ 2
      + ∑ i, n i * (k i 2) ^ 2) / 2 := by
    rw [← sum_add_distrib, ← sum_add_distrib, sum_div]
    refine sum_congr rfl (fun i _ => ?_)
    simp only [kinetic, dotProduct, Fin.sum_univ_three]
    ring
  have e : 8 / 3 * ∑ i, n i * kinetic (k i) = 4 * ∑ i, n i * (k i ⬝ᵥ u) ^ 2 := by
    rw [hT, hax 0, hax 1, hax 2, hiso u hu]
    ring
  rw [e]
  exact staticResponse_limit n k u hu
```

Three singly occupied unit momenta along the Cartesian axes satisfy the condition, since for a unit vector $v$

$$\sum_{a}(e_a\cdot v)^2=v_1^2+v_2^2+v_3^2=1.$$

In Lean the axes are numbered 0, 1, 2 and $e_a$ is `Pi.single a 1`. Here $M=1$ and $T=3/2$, so the limit is $4$ in every direction. The total momentum of this example is $(1,1,1)$: along the first axis the scaled one-sided deviation $q^2(S-N)$ diverges, while the scaled deviation of the full response, $q^2(-(q^2/4)\chi-N)$, has the finite limit $4$.

```lean
/-- Three singly occupied unit momenta along the Cartesian axes have second moment one along
every direction. -/
theorem isotropic_witness (v : Fin 3 → ℝ) (hv : v ⬝ᵥ v = 1) :
    ∑ a : Fin 3, (1 : ℝ) * ((Pi.single a 1 : Fin 3 → ℝ) ⬝ᵥ v) ^ 2 = 1 := by
  simp only [single_dotProduct, one_mul]
  simp only [dotProduct, Fin.sum_univ_three] at hv ⊢
  linear_combination hv

end

end LargeWavevectorResponse
```

```lean
#print axioms LargeWavevectorResponse.oneSidedSum_limit
#print axioms LargeWavevectorResponse.no_drift_of_limit
#print axioms LargeWavevectorResponse.staticResponse_limit
#print axioms LargeWavevectorResponse.staticResponse_limit_isotropic
```

```
'LargeWavevectorResponse.oneSidedSum_limit' depends on axioms: [propext, Classical.choice, Quot.sound]
'LargeWavevectorResponse.no_drift_of_limit' depends on axioms: [propext, Classical.choice, Quot.sound]
'LargeWavevectorResponse.staticResponse_limit' depends on axioms: [propext, Classical.choice, Quot.sound]
'LargeWavevectorResponse.staticResponse_limit_isotropic' depends on axioms: [propext, Classical.choice, Quot.sound]
```
